# For a vector operator U under L, (V × L)·U = 2i V·U − (V × U)·L in units with ħ = 1

When `L` is moved to the right past a vector operator `U`, the triple product (V × L)·U becomes −(V × U)·L, and the commutators add 2i V·U. The theorem `cross_dot` states this for triples of elements of any ring that is an algebra over ℂ, with the order of the factors kept. The only hypothesis is that `L` and `U` satisfy [L_i, U_j] = i ε_ijk U_k; `V` is arbitrary, and `L` need not itself be an angular momentum. The proof writes both sides in components and adds up the six commutators with i ≠ j, each multiplied on the left by a component of `V` with the right sign. Inside `linear_combination`, `simp only` is to expand the products and `module` to check that the two sides then agree.

The first attempt, which Lean rejects:

```lean
import Mathlib

open Complex (I)
open MvPolynomial (X pderiv)

namespace CrossDot

noncomputable section

variable {A : Type*} [Ring A] [Algebra ℂ A]

/-- The scalar product of two operator triples, with the operator order kept. -/
def dot (a b : Fin 3 → A) : A := ∑ i, a i * b i

/-- The cross product of two operator triples, with the operator order kept;
indices are cyclic modulo 3. -/
def cross (a b : Fin 3 → A) : Fin 3 → A :=
  fun i => a (i + 1) * b (i + 2) - a (i + 2) * b (i + 1)

/-- `V` is a vector operator for `L`: `[L_i, V_j] = i ε_ijk V_k`, written with cyclic indices.
The triple `L` is an angular momentum when it is a vector operator for itself. -/
structure IsVectorOperator (L V : Fin 3 → A) : Prop where
  same : ∀ i, L i * V i = V i * L i
  next : ∀ i, L i * V (i + 1) - V (i + 1) * L i = I • V (i + 2)
  prev : ∀ i, L i * V (i + 2) - V (i + 2) * L i = -(I • V (i + 1))

/-- Moving `L` to the right past a vector operator `U`:
`(V × L)·U = 2i V·U - (V × U)·L`, for any triple `V`. -/
theorem cross_dot (V : Fin 3 → A) {L U : Fin 3 → A} (hU : IsVectorOperator L U) :
    dot (cross V L) U = (2 * I) • dot V U - dot (cross V U) L := by
  have n0 : L 0 * U 1 - U 1 * L 0 = I • U 2 := hU.next 0
  have n1 : L 1 * U 2 - U 2 * L 1 = I • U 0 := hU.next 1
  have n2 : L 2 * U 0 - U 0 * L 2 = I • U 1 := hU.next 2
  have p0 : L 0 * U 2 - U 2 * L 0 = -(I • U 1) := hU.prev 0
  have p1 : L 1 * U 0 - U 0 * L 1 = -(I • U 2) := hU.prev 1
  have p2 : L 2 * U 1 - U 1 * L 2 = -(I • U 0) := hU.prev 2
  simp only [dot, Fin.sum_univ_three]
  change (V 1 * L 2 - V 2 * L 1) * U 0 + (V 2 * L 0 - V 0 * L 2) * U 1
      + (V 0 * L 1 - V 1 * L 0) * U 2
    = (2 * I) • (V 0 * U 0 + V 1 * U 1 + V 2 * U 2)
      - ((V 1 * U 2 - V 2 * U 1) * L 0 + (V 2 * U 0 - V 0 * U 2) * L 1
      + (V 0 * U 1 - V 1 * U 0) * L 2)
  linear_combination (norm := (simp only [sub_mul, mul_sub, mul_smul_comm,
    mul_neg, mul_assoc]; module))
    V 1 * n2 - V 2 * p1 + V 2 * n0 - V 0 * p2 + V 0 * n1 - V 1 * p0

end

end CrossDot
```

Messages:

```
Main.lean:44:24: error: unexpected identifier; expected ')'
Main.lean:30:65: error: unsolved goals
case a
A : Type u_1
inst✝¹ : Ring A
inst✝ : Algebra ℂ A
V L U : Fin 3 → A
hU : IsVectorOperator L U
n0 : L 0 * U 1 - U 1 * L 0 = I • U 2
n1 : L 1 * U 2 - U 2 * L 1 = I • U 0
n2 : L 2 * U 0 - U 0 * L 2 = I • U 1
p0 : L 0 * U 2 - U 2 * L 0 = -(I • U 1)
p1 : L 1 * U 0 - U 0 * L 1 = -(I • U 2)
p2 : L 2 * U 1 - U 1 * L 2 = -(I • U 0)
⊢ V 1 * (L 2 * U 0) - V 2 * (L 1 * U 0) + (V 2 * (L 0 * U 1) - V 0 * (L 2 * U 1)) +
          (V 0 * (L 1 * U 2) - V 1 * (L 0 * U 2)) +
        0 -
      ((2 * I) • (V 0 * U 0 + V 1 * U 1 + V 2 * U 2) -
          (V 1 * (U 2 * L 0) - V 2 * (U 1 * L 0) + (V 2 * (U 0 * L 1) - V 0 * (U 2 * L 1)) +
            (V 0 * (U 1 * L 2) - V 1 * (U 0 * L 2))) +
        0) =
    0
```

Cause. The algebra is right, and the fault is one of layout. In a sequence of tactics, Lean requires each tactic to start no further left than the column where the sequence begins, even after a semicolon. Here the sequence begins at `simp`, well to the right, but the line break inside the list of lemmas leaves `module` on the next line at a smaller column. Lean therefore ends the sequence at the semicolon and expects a closing parenthesis, which is the first message.

The second message follows from the first. Lean carries on with what it has read, which is `linear_combination` with `simp only` as its normalisation but without `module` and without the sum of commutators. The zeros in the remaining goal stand where that sum should have entered, so the goal is left unsolved.

The repair only moves the line break, taking `mul_smul_comm` down to the second line. This pushes `module` to the right of the column where `simp` starts, and the whole call is read as intended. The lemmas and the combination are unchanged.

After these edits no error is left:

```diff
@@ -41,6 +41,6 @@
       - ((V 1 * U 2 - V 2 * U 1) * L 0 + (V 2 * U 0 - V 0 * U 2) * L 1
       + (V 0 * U 1 - V 1 * U 0) * L 2)
-  linear_combination (norm := (simp only [sub_mul, mul_sub, mul_smul_comm,
-    mul_neg, mul_assoc]; module))
+  linear_combination (norm := (simp only [sub_mul, mul_sub,
+    mul_smul_comm, mul_neg, mul_assoc]; module))
     V 1 * n2 - V 2 * p1 + V 2 * n0 - V 0 * p2 + V 0 * n1 - V 1 * p0
 
```
